# Hydrogen's sum rules and excitation gap confine the polarizability of a finite spectrum to 4 ≤ α < 16/3

**Q:** Hydrogen has infinitely many bound levels and a continuum. Your formal statement replaces them by a finite list of excitations. What is left of the atom?

**A:** Four constraints are left. Let $|g\rangle$ be the ground state, and let $k$ run over a finite set of excited states. In atomic units, $s_k=|\langle k|z|g\rangle|^2$ is a transition strength and $D_k=E_k-E_g$ an excitation energy. In Lean the set is a finite type `ι`, and `s` and `D` are real functions on it.

```lean
import Mathlib

open Finset

namespace HydrogenPolarizabilityBounds

variable {ι : Type*} [Fintype ι]
```

The static polarizability is the second-order sum over states, $\alpha=2\sum_k s_k/D_k$. To second order, a field $F$ along $z$ shifts the energy by $-\tfrac12\alpha F^2$.

```lean
/-- The static dipole polarizability `2 ∑ s_k / D_k` in atomic units, for transition strengths
`s_k` and nonzero excitation energies `D_k`. -/
noncomputable def polarizability (s D : ι → ℝ) : ℝ := 2 * ∑ k, s k / D k
```

**Q:** And where does hydrogen enter?

**A:** Through the numbers in a predicate on `s` and `D`. The field `gap` says $D_k\ge 3/8$, the distance from the 1s level at $-1/2$ to the $n=2$ level at $-1/8$. The field `closure` is $\sum_k s_k=\langle z^2\rangle=1$, and `energyWeighted` is the Thomas–Reiche–Kuhn sum rule for one electron, $\sum_k s_kD_k=1/2$.

```lean
/-- Finitely many transition strengths and excitation energies that obey the constraints of
ground-state hydrogen in atomic units: nonnegative strengths, excitation energies of at least
`3/8`, total strength `1` and energy-weighted strength `1/2`. -/
structure HydrogenSumRules (s D : ι → ℝ) : Prop where
  nonneg : ∀ k, 0 ≤ s k
  gap : ∀ k, 3 / 8 ≤ D k
  closure : ∑ k, s k = 1
  energyWeighted : ∑ k, s k * D k = 1 / 2
```

These are assumptions; no Hamiltonian or wavefunction appears in the file, and the continuum is absent. A finite set of hydrogen's exact bound states does not satisfy them, because part of the strength goes to the continuum and the closure sum stays below 1. The excited states obtained by diagonalising the Hamiltonian in a finite basis do satisfy them if the basis can represent both $|g\rangle$ and $z|g\rangle$ exactly.

**Q:** I remember $\langle r^2\rangle=3$ for the 1s state. Shouldn't the total strength be 3?

**A:** Only if you sum the strengths over $x$, $y$ and $z$. Then the energy-weighted sum also triples, to $3/2$, and $\alpha$ needs a factor $1/3$ for the average over directions. If you forget that factor, both bounds come out three times too large. If you change only the closure value to 3, the constraints contradict each other, because the gap alone would force $\sum_k s_kD_k\ge 9/8$.

**Q:** Fine. How does a variational argument give a lower bound on $\alpha$?

**A:** The exact first-order state has amplitudes $-F\langle k|z|g\rangle/D_k$. Replace $1/D_k$ by any real number $c_k$. Completing the square gives

$$\frac{s_k}{D_k}-s_k(2c_k-c_k^2D_k)=\frac{s_k(1-c_kD_k)^2}{D_k}\ge 0 .$$

Summing over $k$ and doubling gives $\alpha\ge 2\sum_k s_k(2c_k-c_k^2D_k)$. This is the Hylleraas principle for a finite sum and real multiples $c_k$, not for general trial wavefunctions. In the proof, `e` is the displayed identity, `p` is its sign, and `sum_le_sum` adds up the terms.

```lean
/-- For nonnegative strengths `s_k`, positive excitation energies `D_k` and any real numbers `c_k`,
the polarizability is at least `2 ∑ s_k (2 c_k - c_k ^ 2 D_k)`. -/
theorem hylleraas_bound (s D c : ι → ℝ) (hs : ∀ k, 0 ≤ s k) (hD : ∀ k, 0 < D k) :
    2 * ∑ k, s k * (2 * c k - c k ^ 2 * D k) ≤ polarizability s D := by
  have h : ∑ k, s k * (2 * c k - c k ^ 2 * D k) ≤ ∑ k, s k / D k := by
    refine sum_le_sum fun k _ => ?_
    have hne : D k ≠ 0 := (hD k).ne'
    -- the difference of the two terms is a nonnegative multiple of a square
    have e : s k / D k - s k * (2 * c k - c k ^ 2 * D k)
        = s k * (1 - c k * D k) ^ 2 / D k := by
      rw [eq_div_iff hne, sub_mul, div_mul_cancel₀ _ hne]
      ring
    have p : 0 ≤ s k * (1 - c k * D k) ^ 2 / D k :=
      div_nonneg (mul_nonneg (hs k) (sq_nonneg _)) (hD k).le
    linarith
  unfold polarizability
  linarith
```

**Q:** Could I get the lower bound without choosing a trial state?

**A:** Yes, by Cauchy–Schwarz. Since $s_k^2=(s_k/D_k)(s_kD_k)$,

$$\Big(\sum_k s_k\Big)^2\le\Big(\sum_k\frac{s_k}{D_k}\Big)\Big(\sum_k s_kD_k\Big).$$

With hydrogen's values this reads $1\le(\alpha/2)(1/2)$, so $\alpha\ge4$. The `calc` block checks the factorisation of $s_k^2$. The lemma needs positive energies but no specific gap.

```lean
/-- For nonnegative strengths and positive excitation energies, twice the square of the total
strength is at most the polarizability times the energy-weighted strength. -/
theorem sum_rule_lower_bound (s D : ι → ℝ) (hs : ∀ k, 0 ≤ s k) (hD : ∀ k, 0 < D k) :
    2 * (∑ k, s k) ^ 2 ≤ polarizability s D * ∑ k, s k * D k := by
  -- Cauchy-Schwarz for the weights s/D and s D
  have h : (∑ k, s k) ^ 2 ≤ (∑ k, s k / D k) * ∑ k, s k * D k := by
    refine sum_sq_le_sum_mul_sum_of_sq_le_mul univ
      (fun k _ => div_nonneg (hs k) (hD k).le)
      (fun k _ => mul_nonneg (hs k) (hD k).le) (fun k _ => le_of_eq ?_)
    have hne : D k ≠ 0 := (hD k).ne'
    calc s k ^ 2 = s k * s k := by ring
      _ = (s k / D k * D k) * s k := by rw [div_mul_cancel₀ _ hne]
      _ = s k / D k * (s k * D k) := by ring
  unfold polarizability
  linarith
```

**Q:** And the upper bound?

**A:** Replace every energy by a common lower limit $\Delta>0$. Then $s_k/D_k\le s_k/\Delta$, and so $\alpha\le 2\sum_k s_k/\Delta$. For $\Delta=3/8$ and unit total strength this is $16/3$.

```lean
/-- Closure bound: for nonnegative strengths and excitation energies of at least `Δ > 0`, the
polarizability is at most twice the total strength divided by `Δ`. -/
theorem closure_upper_bound (s D : ι → ℝ) (Δ : ℝ) (hs : ∀ k, 0 ≤ s k) (hΔ : 0 < Δ)
    (hD : ∀ k, Δ ≤ D k) : polarizability s D ≤ 2 * (∑ k, s k) / Δ := by
  have h : ∑ k, s k / D k ≤ (∑ k, s k) / Δ := by
    rw [sum_div]
    exact sum_le_sum fun k _ => div_le_div_of_nonneg_left (hs k) hΔ (hD k)
  unfold polarizability
  rw [mul_div_assoc]
  linarith
```

**Q:** That gives $\le 16/3$, but you claim a strict inequality.

**A:** The energy-weighted sum rule supplies it. We have $\sum_k\tfrac38 s_k=\tfrac38<\tfrac12=\sum_k s_kD_k$, so some $j$ has $\tfrac38s_j<s_jD_j$. That state has $s_j>0$ and $D_j>3/8$, hence $s_j/D_j<\tfrac83s_j$, while the other terms satisfy the weak inequality. Therefore $\sum_k s_k/D_k<8/3$. In Lean, `exists_lt_of_sum_lt` finds $j$ and `sum_lt_sum` carries the strictness to the sum.

For the lower bound the proof takes $c_k=2$ in the Hylleraas inequality, which gives $2(4\cdot1-4\cdot\tfrac12)=4$. The trial state is then $-2Fz|g\rangle$.

```lean
/-- For nonnegative strengths that obey the hydrogen sum rules and the gap condition, the
polarizability is at least `4` and strictly less than `16/3` atomic units. -/
theorem hydrogen_polarizability_bounds {s D : ι → ℝ} (h : HydrogenSumRules s D) :
    4 ≤ polarizability s D ∧ polarizability s D < 16 / 3 := by
  have hD : ∀ k, 0 < D k := fun k => by linarith [h.gap k]
  constructor
  · -- `hylleraas_bound` with every `c_k` equal to 2
    have v : 2 * ∑ k, s k * (2 * 2 - 2 ^ 2 * D k) ≤ polarizability s D :=
      hylleraas_bound s D (fun _ => 2) h.nonneg hD
    have e : ∑ k, s k * (2 * 2 - 2 ^ 2 * D k) = 4 * ∑ k, s k - 4 * ∑ k, s k * D k := by
      rw [mul_sum, mul_sum, ← sum_sub_distrib]
      exact sum_congr rfl fun k _ => by ring
    rw [e, h.closure, h.energyWeighted] at v
    linarith
  · -- the energy-weighted sum rule puts some strength above the gap
    have hlt : ∑ k, 3 / 8 * s k < ∑ k, s k * D k := by
      rw [← mul_sum, h.closure, h.energyWeighted]
      norm_num
    obtain ⟨j, _, hj⟩ := exists_lt_of_sum_lt hlt
    have u : ∑ k, s k / D k < ∑ k, 8 / 3 * s k := by
      refine sum_lt_sum (fun k _ => ?_) ⟨j, mem_univ j, ?_⟩
      · rw [div_le_iff₀ (hD k)]
        nlinarith [mul_le_mul_of_nonneg_left (h.gap k) (h.nonneg k)]
      · rw [div_lt_iff₀ (hD j)]
        nlinarith
    rw [← mul_sum, h.closure] at u
    unfold polarizability
    linarith
```

**Q:** When is that trial state exact?

**A:** When all the strength sits at energy $1/2$. Expanding the square and using the two sum rules,

$$\sum_k\frac{s_k(1-2D_k)^2}{D_k}=\frac{\alpha}{2}-4+2=\frac{\alpha-4}{2}.$$

The terms on the left are nonnegative, so $\alpha=4$ exactly when each of them vanishes, that is, when $D_k=1/2$ wherever $s_k\ne0$. States with zero strength may have any energy that the gap allows. The lemma `sum_eq_zero_iff_of_nonneg` does the step from the sum to its terms.

```lean
/-- For nonnegative strengths that obey the hydrogen sum rules and the gap condition, the
polarizability equals `4` exactly when every transition of nonzero strength has excitation energy
`1/2`. -/
theorem polarizability_eq_four_iff {s D : ι → ℝ} (h : HydrogenSumRules s D) :
    polarizability s D = 4 ↔ ∀ k, s k ≠ 0 → D k = 1 / 2 := by
  have hD : ∀ k, 0 < D k := fun k => by linarith [h.gap k]
  -- the excess over 4 is a sum of nonnegative terms
  have e : ∑ k, s k * (1 - 2 * D k) ^ 2 / D k
      = ∑ k, s k / D k - 4 * ∑ k, s k + 4 * ∑ k, s k * D k := by
    rw [mul_sum, mul_sum, ← sum_sub_distrib, ← sum_add_distrib]
    refine sum_congr rfl fun k _ => ?_
    have hne : D k ≠ 0 := (hD k).ne'
    rw [div_eq_iff hne, add_mul, sub_mul, div_mul_cancel₀ _ hne]
    ring
  rw [h.closure, h.energyWeighted] at e
  unfold polarizability
  constructor
  · intro ha k hk
    have z : ∑ k, s k * (1 - 2 * D k) ^ 2 / D k = 0 := by linarith
    have t := (sum_eq_zero_iff_of_nonneg (fun k _ =>
      div_nonneg (mul_nonneg (h.nonneg k) (sq_nonneg _)) (hD k).le)).1 z k (mem_univ k)
    have t' := (div_eq_zero_iff.1 t).resolve_right (hD k).ne'
    have r := (pow_eq_zero_iff two_ne_zero).1 ((mul_eq_zero.1 t').resolve_left hk)
    linarith
  · intro hk
    have z : ∑ k, s k * (1 - 2 * D k) ^ 2 / D k = 0 := by
      refine sum_eq_zero fun k _ => ?_
      by_cases h0 : s k = 0
      · rw [h0, zero_mul, zero_div]
      · rw [hk k h0]
        norm_num
    linarith
```

**Q:** Might a cleverer argument narrow the interval using the same data?

**A:** No, because every value $a$ with $4\le a<16/3$ occurs. Put strength $1-w$ at $D_0=3/8$ and strength $w$ at $D_1$. The energy-weighted rule requires $w(D_1-\tfrac38)=\tfrac18$, and then

$$\alpha=\frac{16}{3}-2w\Big(\frac83-\frac1{D_1}\Big)=\frac{16}{3}-\frac{2}{3D_1}.$$

Setting $\alpha=a$ gives $D_1=2/(16-3a)$ and $s_1=w=(16-3a)/(9a-32)$, which leaves $s_0=(12a-48)/(9a-32)$.

Take $a=5$. Then $s_0=12/13$, $s_1=1/13$ and $D_1=2$. The strengths add to 1, the weighted sum is $\tfrac{4.5}{13}+\tfrac{2}{13}=\tfrac12$, and $\alpha=2\big(\tfrac{32}{13}+\tfrac{0.5}{13}\big)=5$.

**Q:** So what may I use this for?

**A:** As a consistency check on a sum-over-states calculation for hydrogen with finitely many states: a value outside $[4,16/3)$ means that at least one of the four constraints fails or that the sum was evaluated wrongly. A value inside the interval does not show that the spectrum is hydrogen's, as the two-level examples make clear.

In the last theorem the vectors `![..., ...]` list the entries for $k=0,1$. The proof verifies the signs, the gap and both sum rules, and then evaluates the polarizability by moving $16-3a$ into the numerator and clearing the denominator $9a-32$. Both quantities are positive in this range.

```lean
/-- Every value `a` with `4 ≤ a < 16/3` is the polarizability of a two-level excitation spectrum
with energies `3/8` and `2/(16 - 3a)` that obeys the hydrogen sum rules and the gap condition. -/
theorem every_value_attained (a : ℝ) (h4 : 4 ≤ a) (h16 : a < 16 / 3) :
    HydrogenSumRules ![(12 * a - 48) / (9 * a - 32), (16 - 3 * a) / (9 * a - 32)]
      ![3 / 8, 2 / (16 - 3 * a)] ∧
    polarizability ![(12 * a - 48) / (9 * a - 32), (16 - 3 * a) / (9 * a - 32)]
      ![3 / 8, 2 / (16 - 3 * a)] = a := by
  have hp : 0 < 9 * a - 32 := by linarith
  have hq : 0 < 16 - 3 * a := by linarith
  have hp' := hp.ne'
  have hq' := hq.ne'
  refine ⟨⟨Fin.forall_fin_two.2 ⟨?_, ?_⟩, Fin.forall_fin_two.2 ⟨?_, ?_⟩, ?_, ?_⟩, ?_⟩
  · exact div_nonneg (by linarith) hp.le
  · exact div_nonneg hq.le hp.le
  · exact le_refl (3 / 8 : ℝ)
  · change 3 / 8 ≤ 2 / (16 - 3 * a)
    rw [le_div_iff₀ hq]
    linarith
  · rw [Fin.sum_univ_two]
    change (12 * a - 48) / (9 * a - 32) + (16 - 3 * a) / (9 * a - 32) = 1
    rw [← add_div, div_eq_iff hp']
    ring
  · rw [Fin.sum_univ_two]
    change (12 * a - 48) / (9 * a - 32) * (3 / 8)
      + (16 - 3 * a) / (9 * a - 32) * (2 / (16 - 3 * a)) = 1 / 2
    have c : (16 - 3 * a) / (9 * a - 32) * (2 / (16 - 3 * a)) = 2 / (9 * a - 32) := by
      rw [div_mul_div_comm, div_eq_div_iff (mul_ne_zero hp' hq') hp']
      ring
    have e : (12 * a - 48) / (9 * a - 32) * (3 / 8) + 2 / (9 * a - 32)
        = ((12 * a - 48) * (3 / 8) + 2) / (9 * a - 32) := by ring
    rw [c, e, div_eq_iff hp']
    ring
  · unfold polarizability
    rw [Fin.sum_univ_two]
    change 2 * ((12 * a - 48) / (9 * a - 32) / (3 / 8)
      + (16 - 3 * a) / (9 * a - 32) / (2 / (16 - 3 * a))) = a
    rw [div_div_eq_mul_div, div_div_eq_mul_div]
    have e : 2 * ((12 * a - 48) / (9 * a - 32) * 8 / 3
        + (16 - 3 * a) / (9 * a - 32) * (16 - 3 * a) / 2)
        = 2 * ((12 * a - 48) * 8 / 3 + (16 - 3 * a) ^ 2 / 2) / (9 * a - 32) := by ring
    rw [e, div_eq_iff hp']
    ring

end HydrogenPolarizabilityBounds
```

```lean
#print axioms HydrogenPolarizabilityBounds.closure_upper_bound
#print axioms HydrogenPolarizabilityBounds.hydrogen_polarizability_bounds
#print axioms HydrogenPolarizabilityBounds.polarizability_eq_four_iff
#print axioms HydrogenPolarizabilityBounds.every_value_attained
```

```
'HydrogenPolarizabilityBounds.closure_upper_bound' depends on axioms: [propext, Classical.choice, Quot.sound]
'HydrogenPolarizabilityBounds.hydrogen_polarizability_bounds' depends on axioms: [propext, Classical.choice, Quot.sound]
'HydrogenPolarizabilityBounds.polarizability_eq_four_iff' depends on axioms: [propext, Classical.choice, Quot.sound]
'HydrogenPolarizabilityBounds.every_value_attained' depends on axioms: [propext, Classical.choice, Quot.sound]
```
